# Internal modes of a translation-invariant harmonic cluster with one coordinate per site are all degenerate exactly when the spring constants are proportional to mass products

A finite set of positive masses, all moving along one common direction and held together only by harmonic forces between them, can translate rigidly at no cost, and its remaining motions are vibrations about a fixed centre of mass. The question is which force constants make all of these vibrations share one frequency, and the answer is that the spring between any two masses must be a fixed multiple of the product of those masses.

In Lean 4 with Mathlib:

```lean
import Mathlib

open Matrix

namespace DegenerateInternalModes

noncomputable section

variable {n : Type*} [Fintype n] [DecidableEq n]

/-- The diagonal mass matrix `M` with entries `m i`. -/
def massMatrix (m : n → ℝ) : Matrix n n ℝ := diagonal m

/-- The total mass, the sum of all `m i`. -/
def totalMass (m : n → ℝ) : ℝ := ∑ i, m i

/-- The displacement of the centre of mass under the displacement pattern `u`. -/
def centre (m u : n → ℝ) : ℝ := (∑ i, m i * u i) / totalMass m

/-- A displacement is internal when its mass-weighted sum vanishes. -/
def IsInternal (m u : n → ℝ) : Prop := ∑ i, m i * u i = 0

/-- Every internal displacement `u` satisfies `Φ u = lam M u`. -/
def InternallyDegenerate (Φ : Matrix n n ℝ) (m : n → ℝ) (lam : ℝ) : Prop :=
  ∀ u, IsInternal m u → Φ *ᵥ u = lam • (massMatrix m *ᵥ u)

/-- The force-constant matrix with entries `lam (M i j - m i m j / total mass)`. -/
def degenerateMatrix (lam : ℝ) (m : n → ℝ) : Matrix n n ℝ :=
  Matrix.of fun i j => lam * (massMatrix m i j - m i * m j / totalMass m)

/-- The degenerate matrix maps `u` to `lam m i` times the displacement of site `i`
relative to the centre of mass. -/
theorem degenerateMatrix_mulVec (lam : ℝ) (m u : n → ℝ) (i : n) :
    (degenerateMatrix lam m *ᵥ u) i = lam * m i * (u i - centre m u) := by
  have h : ∀ j, degenerateMatrix lam m i j * u j =
      (if i = j then lam * m i * u j else 0) - lam * m i / totalMass m * (m j * u j) := by
    intro j
    simp only [degenerateMatrix, of_apply, massMatrix, diagonal_apply]
    split_ifs <;> ring
  change ∑ j, degenerateMatrix lam m i j * u j = _
  rw [Finset.sum_congr rfl (fun j _ => h j), Finset.sum_sub_distrib, Finset.sum_ite_eq,
    if_pos (Finset.mem_univ i), ← Finset.mul_sum]
  unfold centre
  ring

/-- For nonzero total mass the degenerate matrix has zero row sums. -/
theorem degenerateMatrix_row_sum (lam : ℝ) {m : n → ℝ} (hT : totalMass m ≠ 0) (i : n) :
    ∑ j, degenerateMatrix lam m i j = 0 := by
  have h := degenerateMatrix_mulVec lam m (fun _ => 1) i
  simp only [mulVec, dotProduct, mul_one, centre] at h
  have h1 : (∑ j, m j) / totalMass m = 1 := div_self hT
  rw [h, h1, sub_self, mul_zero]

/-- For nonzero total mass, an internally degenerate matrix with zero row sums maps any `u`
to `lam m i` times the displacement of site `i` relative to the centre of mass. -/
theorem mulVec_of_degenerate {Φ : Matrix n n ℝ} {m : n → ℝ} {lam : ℝ}
    (hT : totalMass m ≠ 0) (hrow : ∀ i, ∑ j, Φ i j = 0)
    (hdeg : InternallyDegenerate Φ m lam) (u : n → ℝ) (i : n) :
    (Φ *ᵥ u) i = lam * m i * (u i - centre m u) := by
  -- removing the centre-of-mass shift leaves an internal displacement
  have hw : IsInternal m (fun j => u j - centre m u) := by
    show ∑ j, m j * (u j - centre m u) = 0
    have h : ∑ j, m j * (u j - centre m u) =
        ∑ j, m j * u j - totalMass m * centre m u := by
      simp only [mul_sub, Finset.sum_sub_distrib, totalMass, Finset.sum_mul]
    rw [h]
    unfold centre
    rw [mul_div_assoc', mul_div_cancel_left₀ _ hT, sub_self]
  -- the uniform shift produces no force
  have h2 : (Φ *ᵥ fun j => u j - centre m u) i = (Φ *ᵥ u) i := by
    simp only [mulVec, dotProduct, mul_sub, Finset.sum_sub_distrib, ← Finset.sum_mul, hrow,
      zero_mul, sub_zero]
  have h := congrFun (hdeg _ hw) i
  rw [h2] at h
  simp only [massMatrix, Pi.smul_apply, mulVec_diagonal, smul_eq_mul] at h
  rw [h]
  ring

/-- For nonzero total mass, an internally degenerate matrix with zero row sums equals the
degenerate matrix. -/
theorem eq_degenerateMatrix {Φ : Matrix n n ℝ} {m : n → ℝ} {lam : ℝ}
    (hT : totalMass m ≠ 0) (hrow : ∀ i, ∑ j, Φ i j = 0)
    (hdeg : InternallyDegenerate Φ m lam) : Φ = degenerateMatrix lam m := by
  ext i j
  have key : ∀ A : Matrix n n ℝ, (A *ᵥ Pi.single j 1) i = A i j := by
    intro A
    simp [mulVec, dotProduct, Pi.single_apply]
  exact (key Φ).symm.trans ((mulVec_of_degenerate hT hrow hdeg _ i).trans
    ((degenerateMatrix_mulVec lam m _ i).symm.trans (key _)))

/-- For positive masses and a force-constant matrix with zero row sums, `Φ u = lam M u` holds
for every internal `u` if and only if `Φ i j = -lam m i m j / total mass` for all `i ≠ j`. -/
theorem internallyDegenerate_iff [Nonempty n] {Φ : Matrix n n ℝ} {m : n → ℝ} {lam : ℝ}
    (hm : ∀ i, 0 < m i) (hrow : ∀ i, ∑ j, Φ i j = 0) :
    InternallyDegenerate Φ m lam ↔
      ∀ i j, i ≠ j → Φ i j = -lam * m i * m j / totalMass m := by
  have hT : totalMass m ≠ 0 :=
    (Finset.sum_pos (fun i _ => hm i) Finset.univ_nonempty).ne'
  have hD : ∀ i j, i ≠ j →
      degenerateMatrix lam m i j = -lam * m i * m j / totalMass m := by
    intro i j hij
    simp only [degenerateMatrix, of_apply, massMatrix, diagonal_apply_ne _ hij]
    ring
  constructor
  · intro hdeg i j hij
    rw [eq_degenerateMatrix hT hrow hdeg, hD i j hij]
  · intro hoff u hu
    have hΦ : Φ = degenerateMatrix lam m := by
      ext i j
      by_cases hij : i = j
      · -- the row sums fix the diagonal
        subst hij
        have h1 := Finset.add_sum_erase Finset.univ (fun k => Φ i k) (Finset.mem_univ i)
        have h2 := Finset.add_sum_erase Finset.univ (fun k => degenerateMatrix lam m i k)
          (Finset.mem_univ i)
        have h3 : ∑ k ∈ Finset.univ.erase i, Φ i k =
            ∑ k ∈ Finset.univ.erase i, degenerateMatrix lam m i k :=
          Finset.sum_congr rfl fun k hk => by
            have hk' : i ≠ k := (Finset.ne_of_mem_erase hk).symm
            rw [hoff i k hk', hD i k hk']
        linarith [hrow i, degenerateMatrix_row_sum lam hT i]
      · rw [hoff i j hij, hD i j hij]
    have hc : centre m u = 0 := by
      have hu' : ∑ i, m i * u i = 0 := hu
      unfold centre
      rw [hu', zero_div]
    funext i
    rw [hΦ, degenerateMatrix_mulVec, hc]
    simp only [massMatrix, Pi.smul_apply, mulVec_diagonal, smul_eq_mul]
    ring

/-- For positive masses, an internally degenerate matrix with zero row sums is symmetric. -/
theorem isSymm_of_degenerate [Nonempty n] {Φ : Matrix n n ℝ} {m : n → ℝ} {lam : ℝ}
    (hm : ∀ i, 0 < m i) (hrow : ∀ i, ∑ j, Φ i j = 0)
    (hdeg : InternallyDegenerate Φ m lam) : Φ.IsSymm := by
  have h := (internallyDegenerate_iff hm hrow).mp hdeg
  show Φᵀ = Φ
  ext i j
  rw [transpose_apply]
  by_cases hij : i = j
  · rw [hij]
  · rw [h i j hij, h j i (Ne.symm hij)]
    ring

/-- For positive masses and an internally degenerate matrix with zero row sums, a nonzero
solution of `Φ u = mu M u` with `mu ≠ lam` has `mu = 0` and is a uniform translation. -/
theorem other_mode_is_translation [Nonempty n] {Φ : Matrix n n ℝ} {m u : n → ℝ} {lam mu : ℝ}
    (hm : ∀ i, 0 < m i) (hrow : ∀ i, ∑ j, Φ i j = 0)
    (hdeg : InternallyDegenerate Φ m lam) (hu : u ≠ 0)
    (hmode : Φ *ᵥ u = mu • (massMatrix m *ᵥ u)) (hne : mu ≠ lam) :
    mu = 0 ∧ ∀ i j, u i = u j := by
  have hT : totalMass m ≠ 0 :=
    (Finset.sum_pos (fun i _ => hm i) Finset.univ_nonempty).ne'
  have h0 : ∀ i, (Φ *ᵥ u) i = mu * (m i * u i) := by
    intro i
    rw [hmode]
    simp only [massMatrix, Pi.smul_apply, mulVec_diagonal, smul_eq_mul]
  have h1 : ∀ i, lam * (u i - centre m u) = mu * u i := by
    intro i
    apply mul_left_cancel₀ (hm i).ne'
    linear_combination h0 i - mulVec_of_degenerate hT hrow hdeg u i
  have hc : ∀ i j, u i = u j := by
    intro i j
    apply mul_left_cancel₀ (sub_ne_zero.2 hne.symm)
    linear_combination h1 i - h1 j
  refine ⟨?_, hc⟩
  obtain ⟨i, hi⟩ := Function.ne_iff.mp hu
  -- a uniform displacement feels no force
  have h2 : (Φ *ᵥ u) i = 0 :=
    calc (Φ *ᵥ u) i = ∑ j, Φ i j * u j := rfl
      _ = ∑ j, Φ i j * u i := Finset.sum_congr rfl fun j _ => by rw [hc j i]
      _ = 0 := by rw [← Finset.sum_mul, hrow i, zero_mul]
  rw [h0 i] at h2
  exact (mul_eq_zero.mp h2).resolve_right (mul_ne_zero (hm i).ne' hi)

/-- For positive masses and `lam ≠ 0` the matrix `lam M` is symmetric and internally
degenerate, yet violates the off-diagonal formula at every pair of distinct sites. -/
theorem row_sums_needed {m : n → ℝ} {lam : ℝ} (hm : ∀ i, 0 < m i) (hlam : lam ≠ 0)
    {i j : n} (hij : i ≠ j) :
    (lam • massMatrix m).IsSymm ∧ InternallyDegenerate (lam • massMatrix m) m lam ∧
      (lam • massMatrix m) i j ≠ -lam * m i * m j / totalMass m := by
  have hT : totalMass m ≠ 0 :=
    (Finset.sum_pos (fun i _ => hm i) ⟨i, Finset.mem_univ i⟩).ne'
  refine ⟨(isSymm_diagonal m).smul lam, fun u _ => ?_, ?_⟩
  · funext k
    simp only [mulVec, dotProduct, Matrix.smul_apply, Pi.smul_apply, smul_eq_mul,
      Finset.mul_sum, mul_assoc]
  · simp only [Matrix.smul_apply, massMatrix, diagonal_apply_ne _ hij, smul_zero]
    exact (div_ne_zero (mul_ne_zero (mul_ne_zero (neg_ne_zero.2 hlam) (hm i).ne')
      (hm j).ne') hT).symm

/-- Two positive masses `a`, `b` joined by a spring `k` are internally degenerate with
`lam = k (a + b) / (a b)`. -/
theorem diatomic_witness (k : ℝ) {a b : ℝ} (ha : 0 < a) (hb : 0 < b) :
    InternallyDegenerate !![k, -k; -k, k] ![a, b] (k * (a + b) / (a * b)) := by
  have hT : totalMass ![a, b] = a + b := by simp [totalMass, Fin.sum_univ_two]
  have e1 : -k = -(k * (a + b) / (a * b)) * a * b / (a + b) := by field_simp
  have e2 : -k = -(k * (a + b) / (a * b)) * b * a / (a + b) := by field_simp
  refine (internallyDegenerate_iff ?_ ?_).mpr ?_
  · intro i
    fin_cases i
    · exact ha
    · exact hb
  · intro i
    fin_cases i <;> simp [Fin.sum_univ_two]
  · intro i j hij
    rw [hT]
    fin_cases i <;> fin_cases j
    · exact absurd rfl hij
    · exact e1
    · exact e2
    · exact absurd rfl hij

/-- Three equal positive masses `a` with a spring `k` between each pair are internally
degenerate with `lam = 3 k / a`. -/
theorem triangle_witness (k : ℝ) {a : ℝ} (ha : 0 < a) :
    InternallyDegenerate !![2 * k, -k, -k; -k, 2 * k, -k; -k, -k, 2 * k]
      (fun _ => a) (3 * k / a) := by
  have hT : totalMass (fun _ : Fin 3 => a) = 3 * a := by simp [totalMass]
  have e : -k = -(3 * k / a) * a * a / (3 * a) := by field_simp
  refine (internallyDegenerate_iff (fun _ => ha) ?_).mpr ?_
  · intro i
    rw [Fin.sum_univ_three]
    fin_cases i
    · show 2 * k + -k + -k = 0
      ring
    · show -k + 2 * k + -k = 0
      ring
    · show -k + -k + 2 * k = 0
      ring
  · intro i j hij
    rw [hT]
    fin_cases i <;> fin_cases j <;> first | exact absurd rfl hij | exact e

end

end DegenerateInternalModes
```

```lean
#print axioms DegenerateInternalModes.internallyDegenerate_iff
#print axioms DegenerateInternalModes.isSymm_of_degenerate
#print axioms DegenerateInternalModes.other_mode_is_translation
#print axioms DegenerateInternalModes.row_sums_needed
```

```
'DegenerateInternalModes.internallyDegenerate_iff' depends on axioms: [propext, Classical.choice, Quot.sound]
'DegenerateInternalModes.isSymm_of_degenerate' depends on axioms: [propext, Classical.choice, Quot.sound]
'DegenerateInternalModes.other_mode_is_translation' depends on axioms: [propext, Classical.choice, Quot.sound]
'DegenerateInternalModes.row_sums_needed' depends on axioms: [propext, Classical.choice, Quot.sound]
```

## The equivalence and its objects

There are $N \ge 1$ sites, labelled by the type `n`; the hypothesis `Nonempty n` excludes $N = 0$. Site $i$ has mass $m_i > 0$ (hypothesis `hm`) and a real scalar displacement $u_i$. In the code `m` is the whole list of masses, so the total mass is written here as $m_{\mathrm{tot}} = \sum_i m_i$, which is `totalMass m`. The mass matrix $M$ (`massMatrix m`) is diagonal with entries $m_i$. The force-constant matrix $\Phi$ is a real $N \times N$ matrix, with the sign fixed so that the force on site $i$ is $-(\Phi u)_i$; the product $\Phi u$ is `Φ *ᵥ u`. Newton's equation $M\ddot u = -\Phi u$ with time dependence $\cos\omega t$ becomes $\Phi u = \omega^2 M u$, so the real number $\lambda$ (`lam`) stands for a squared angular frequency.

The centre of mass moves by
$$c(u) = \frac{1}{m_{\mathrm{tot}}}\sum_i m_i u_i ,$$
which is `centre m u`. A displacement is internal (`IsInternal m u`) when $\sum_i m_i u_i = 0$. The predicate `InternallyDegenerate Φ m lam` says that $\Phi u = \lambda M u$ for every internal $u$, so every pattern that leaves the centre of mass in place obeys the same mode equation.

The hypothesis `hrow`, $\sum_j \Phi_{ij} = 0$ for each $i$, is assumed and not derived from a potential. It expresses translation invariance, the acoustic sum rule of lattice dynamics: shifting all sites by the same amount produces no force on any of them.

Under `hm` and `hrow`, the theorem `internallyDegenerate_iff` states that $\Phi$ is internally degenerate at $\lambda$ if and only if
$$\Phi_{ij} = -\frac{\lambda\, m_i m_j}{m_{\mathrm{tot}}} \qquad \text{for all } i \ne j .$$
Force constants that come from a potential are symmetric, but symmetry is not among the hypotheses. The equivalence therefore holds for symmetric $\Phi$ in particular, and `isSymm_of_degenerate` shows that degeneracy together with `hm` and `hrow` forces symmetry. For such a degenerate $\Phi$, the theorem `other_mode_is_translation` adds that a nonzero solution of $\Phi u = \mu M u$ with a real $\mu \ne \lambda$ (`mu`) has $\mu = 0$ and all $u_i$ equal.

## Springs, frequencies and the limits of the model

With the spring constant of a pair defined as $k_{ij} = -\Phi_{ij}$, the condition reads $k_{ij} = (\lambda/m_{\mathrm{tot}})\, m_i m_j$. For $\lambda \neq 0$ no pair may be uncoupled. The sign of $\lambda$ is free in the theorems. For $N \ge 2$, $\lambda > 0$ gives oscillation at $\omega = \sqrt{\lambda}$, $\lambda < 0$ describes an unstable configuration, and $\lambda = 0$ means $\Phi = 0$. At $N = 1$ the only internal displacement is zero and there is no pair of distinct sites, so both sides of the equivalence hold for every $\lambda$.

Two examples are proved. In `diatomic_witness`, sites $0$ and $1$ with masses $a, b > 0$ and a spring $k$ are degenerate at $\lambda = k(a+b)/(ab)$, the spring constant over the reduced mass. The internal displacements are the multiples of $(b, -a)$, or $(b,-a)/\sqrt{ab(a+b)}$ when normalised to $\sum_i m_i u_i^2 = 1$. In `triangle_witness`, three masses $a$ with the spring $k$ between each pair are degenerate at $\lambda = 3k/a$; here the internal displacements form a plane, spanned by the normalised patterns $(1,-1,0)/\sqrt{2a}$ and $(1,1,-2)/\sqrt{6a}$. The triangle is that of the couplings, not a molecule vibrating in a plane.

The model is finite, strictly harmonic, and has one coordinate per site. Atoms moving in three dimensions have one sum rule per direction, several translations and, for a free molecule, rotations, and the theorems do not treat that case or an infinite crystal with wave vectors. For this one-coordinate harmonic model with $\lambda > 0$, the potential energy $\tfrac12 u^{\mathsf T}\Phi u$ of a degenerate $\Phi$ equals $\tfrac12 \lambda \sum_i m_i (u_i - c(u))^2$, so the quantum problem would separate into a free centre of mass and $N-1$ oscillators with the same quantum $\hbar\sqrt{\lambda}$. That energy formula, the mode count and the quantisation are physical reading added to the theorems, which speak only of the matrix equation.

## The matrix $D$ and its action

Define
$$D_{ij} = \lambda\left(M_{ij} - \frac{m_i m_j}{m_{\mathrm{tot}}}\right),$$
which is `degenerateMatrix lam m`. With the Kronecker symbol $\delta_{ij}$, $M_{ij} = m_i\delta_{ij}$, and for any $u$
$$(Du)_i = \sum_j \lambda m_i \delta_{ij} u_j - \frac{\lambda m_i}{m_{\mathrm{tot}}}\sum_j m_j u_j = \lambda m_i\,\bigl(u_i - c(u)\bigr).$$
This is `degenerateMatrix_mulVec`. Its step `h` splits each term $D_{ij}u_j$ into the two parts shown, `Finset.sum_ite_eq` collapses the Kronecker sum, and `Finset.mul_sum` pulls the prefactor out of the second sum.

Let $\mathbf 1$ be the displacement with every entry equal to $1$. Then $c(\mathbf 1) = m_{\mathrm{tot}}/m_{\mathrm{tot}} = 1$, and $\sum_j D_{ij} = (D\mathbf 1)_i = \lambda m_i (1 - 1) = 0$. The lemma `degenerateMatrix_row_sum` does this with `fun _ => 1`, and it needs only $m_{\mathrm{tot}} \ne 0$ (`hT`), which positive masses on at least one site provide.

## Degeneracy determines $\Phi$

Assume that $\Phi$ has zero row sums and is internally degenerate. Take any $u$ and set $w_j = u_j - c(u)$. Then
$$\sum_j m_j w_j = \sum_j m_j u_j - m_{\mathrm{tot}}\, c(u) = 0 ,$$
so $w$ is internal and $(\Phi w)_i = \lambda m_i w_i$. The row sums give
$$(\Phi w)_i = \sum_j \Phi_{ij}u_j - c(u)\sum_j \Phi_{ij} = (\Phi u)_i .$$
Together these yield $(\Phi u)_i = \lambda m_i (u_i - c(u))$ for every $u$, internal or not. In `mulVec_of_degenerate` the first display is `hw`, the second is `h2`, and `hdeg _ hw` supplies the mode equation for $w$.

So $\Phi u = Du$ for all $u$. Choosing $u = e_j$, the vector with $1$ at site $j$ and $0$ elsewhere, gives $\Phi_{ij} = (\Phi e_j)_i = (De_j)_i = D_{ij}$. This chain is the proof of `eq_degenerateMatrix`, where $e_j$ is `Pi.single j 1` and `key` states $(Ae_j)_i = A_{ij}$ for any matrix $A$. For $i \ne j$ the entry $M_{ij}$ vanishes and $D_{ij} = -\lambda m_i m_j/m_{\mathrm{tot}}$, which is `hD` in the main theorem and completes the forward direction.

## The off-diagonal formula gives degeneracy

Assume instead the off-diagonal formula and zero row sums. Then $\Phi$ and $D$ agree off the diagonal, and since both have zero row sums,
$$\Phi_{ii} = -\sum_{k \ne i}\Phi_{ik} = -\sum_{k\ne i} D_{ik} = D_{ii} .$$
Hence $\Phi = D$ (`hΦ`). In the code `h1` and `h2` separate the diagonal term from each row sum with `Finset.add_sum_erase`, `h3` is the middle equality, and `linarith` combines these with the two vanishing row sums. For internal $u$ the numerator of $c(u)$ is zero (`hc`), so $(\Phi u)_i = \lambda m_i u_i = \lambda (Mu)_i$.

Both examples use this direction. They supply the positivity of the masses (site by site for two sites, uniformly for three equal masses), check the row sums case by case, and reduce the off-diagonal condition to identities that `field_simp` closes: $-k = -\frac{k(a+b)}{ab}\cdot\frac{ab}{a+b}$ for two sites and $-k = -\frac{3k}{a}\cdot\frac{a^2}{3a}$ for three.

## Symmetry and the remaining mode

Symmetry follows because $-\lambda m_i m_j/m_{\mathrm{tot}}$ is unchanged when $i$ and $j$ are swapped, and diagonal entries are fixed by transposition.

For the other modes, let $u \ne 0$ satisfy $\Phi u = \mu M u$ with $\mu \ne \lambda$. Comparing with the action found above, $\lambda m_i (u_i - c(u)) = \mu m_i u_i$, and dividing by $m_i \neq 0$ gives $\lambda(u_i - c(u)) = \mu u_i$ (`h1`). Subtracting the same equation for site $j$ gives $(\lambda - \mu)(u_i - u_j) = 0$, the step `linear_combination h1 i - h1 j`, so all $u_i$ are equal. Pick a site $i$ with $u_i \ne 0$. Because $u$ is uniform, $(\Phi u)_i = u_i \sum_j \Phi_{ij} = 0$ (`h2`), so $\mu m_i u_i = 0$ and $\mu = 0$.

## Masses tied to fixed points

Without the row-sum condition the forward direction fails, even for symmetric $\Phi$. Take $\Phi = \lambda M$ with $\lambda \ne 0$: each mass is tied to its own fixed point by a spring $\lambda m_i$, and no two masses are coupled. Then $\Phi u = \lambda M u$ holds for every $u$, while $\Phi_{ij} = 0$ differs from $-\lambda m_i m_j/m_{\mathrm{tot}}$ for $i \neq j$, since no factor of that product vanishes. The theorem `row_sums_needed` proves symmetry, degeneracy and this inequality for any given pair of distinct sites. The smallest instance has two unit masses and $\lambda = 1$: $\Phi$ is the identity matrix, each row sums to $1$, and $\Phi_{01} = 0$ where the formula asks for $-\tfrac12$. The step that breaks is $(\Phi w)_i = (\Phi u)_i$, because a uniform shift now stretches every tether.
